# Fragments on disjoint nuclei do not bind if E(0) = 0 and no nuclear potential falls when other charges rise

Let $E(z)$ be the total energy of a system with nuclear charges $z=(z_i)$ at fixed positions, differentiable on the set of nonnegative charges. Call $\varphi_i=\partial E/\partial z_i$ the potential at nucleus $i$. For neutral Thomas-Fermi systems it is the electrostatic potential of the electrons and the other nuclei at that point; in other models the change of electron number with $z_i$ can contribute to it as well. Suppose that $E(0)=0$ and that each $\varphi_i$ is nondecreasing in the charges of the other nuclei while $z_i$ is held fixed. Then

$$E(a)+E(b)\le E(a+b)$$

for all nonnegative charge vectors $a,b$ that sit on disjoint sets of nuclei. The separated fragments never lie above the molecule.

The condition on $\varphi_i$ leaves out the nucleus's own charge for a reason. The neutral Thomas-Fermi atom has an energy proportional to $-z^{7/3}$, so its potential falls as its own charge grows.

## A sign test for Thomas-Fermi energies

An orbital-free code can use the bound to check the sign of a binding energy, for energy functions that satisfy the condition on the potentials. A positive value of $E(a)+E(b)-E(a+b)$, larger than the numerical error, then points to a fault such as a missing repulsion term or an inconsistent energy zero.

Three conventions matter in such a test. The energy must include the repulsion between nuclei. The electron number must be fixed by the charges, for instance by neutrality, because $E$ depends on $z$ alone. Each fragment keeps its geometry from the molecule, with the absent nuclei given charge zero.

There is also a version with an environment. For nonnegative background charges $c$, the pair term of a fragment expansion satisfies

$$E(c+a+b)-E(c+a)-E(c+b)+E(c)\ge 0 .$$

Here $c$ may also put charge on the nuclei of $a$ and $b$. The inequality holds for all such $c$ and all disjoint $a,b\ge0$ exactly when the potentials have the stated monotonicity.

## Charging one fragment in the presence of the other

Switch on $b$ over a background $c$ by a parameter $t\ge0$. The chain rule gives

$$\frac{d}{dt}E(c+tb)=\sum_i b_i\,\varphi_i(c+tb),$$

with a one-sided derivative at $t=0$. Now compare the charging with and without $a$:

$$G(t)=E(c+a+tb)-E(c+tb),$$
$$G'(t)=\sum_i b_i\,\bigl[\varphi_i(c+a+tb)-\varphi_i(c+tb)\bigr].$$

If $b_i=0$, the term vanishes. If $b_i>0$, disjointness gives $a_i=0$. Nucleus $i$ then has the same charge in both arguments, and no other charge is lower in the first, so the bracket is nonnegative. Hence $G'\ge0$ and $G(1)\ge G(0)$, which reads

$$E(c+a+b)-E(c+b)\ge E(c+a)-E(c).$$

Setting $c=0$ and using $E(0)=0$ gives the bound for two fragments.

For the converse, take $0\le z\le w$ with $z_i=w_i$, and let $e_i$ be the unit charge on nucleus $i$. Put $c=z$, $a=w-z$ and $b=te_i$ with $t>0$. These $a$ and $b$ are disjoint, so the inequality with background, divided by $t$, gives

$$\frac{E(w+te_i)-E(w)}{t}\ge\frac{E(z+te_i)-E(z)}{t}.$$

The limit $t\to0^+$ is $\varphi_i(w)\ge\varphi_i(z)$.

For isolated atoms, add the nuclei one at a time. With no nuclei, both sides are zero. If the bound holds for a set $S$ and $i\notin S$, then

$$\sum_{j\in S}E(z_je_j)+E(z_ie_i)\le E\Bigl(\sum_{j\in S}z_je_j\Bigr)+E(z_ie_i)\le E\Bigl(\sum_{j\in S}z_je_j+z_ie_i\Bigr).$$

If each potential is nondecreasing in all charges, its own included, every bracket in $G'$ is nonnegative without disjointness. Superadditivity then holds for all $a,b\ge0$.

## Counter-examples for shared nuclei, falling potentials and energy offsets

Number two centres 0 and 1, and take

$$E(z)=z_0z_1-z_0^{7/3}-z_1^{7/3}.$$

The powers carry the Thomas-Fermi atomic scaling with the coefficient set to one, and the product is the unscreened repulsion of point charges at unit distance. This is a model energy, not the Thomas-Fermi energy of a diatomic molecule. Its potentials are $\varphi_0=z_1-\tfrac73z_0^{4/3}$ and $\varphi_1=z_0-\tfrac73z_1^{4/3}$, so each rises with the other charge.

Put charges $x,y>0$ on the same nucleus, with the other absent. Then

$$(x+y)^{7/3}=x(x+y)^{4/3}+y(x+y)^{4/3}>x^{7/3}+y^{7/3},$$

so merging lowers the energy. For $x=y=1$ the separate energies add up to $-2$, while the merged atom has $-2^{7/3}\approx-5.04$. Monotonicity in the other charges therefore does not give the bound for fragments that share a nucleus.

Two simpler functions test the other assumptions. With $E=-z_0z_1$ the potentials fall as the other charge rises, and two unit charges bind: $0>-1$. With the constant energy $E=1$ the potentials vanish, but $1+1>1$, so a positive energy offset can spoil the comparison.

## The Lean file

```lean
import Mathlib

open Set

namespace ThomasFermiNoBinding

noncomputable section

variable {ι : Type*} [Fintype ι] {E : (ι → ℝ) → ℝ} {φ : ι → (ι → ℝ) → ℝ}

/-- The energy `E` is differentiable within the set of nonnegative nuclear charges, at every point
of that set, and the functions `φ i` give its partial derivatives there. -/
def IsNuclearPotential (E : (ι → ℝ) → ℝ) (φ : ι → (ι → ℝ) → ℝ) : Prop :=
  ∀ z : ι → ℝ, 0 ≤ z → HasFDerivWithinAt E
    (∑ i, φ i z • (ContinuousLinearMap.proj i : (ι → ℝ) →L[ℝ] ℝ)) (Ici 0) z

/-- At nonnegative charges, the potential at each nucleus does not decrease when charges of other
nuclei are raised and its own charge is held fixed. -/
def CrossMonotone (φ : ι → (ι → ℝ) → ℝ) : Prop :=
  ∀ (i : ι) (z w : ι → ℝ), 0 ≤ z → z ≤ w → z i = w i → φ i z ≤ φ i w

/-- Charging formula: when charges `b` are switched on over a background `c`, both nonnegative,
the energy changes at the rate given by the sum of potential times added charge. -/
theorem hasDerivWithinAt_charging (hE : IsNuclearPotential E φ) {b c : ι → ℝ}
    (hb : 0 ≤ b) (hc : 0 ≤ c) {t : ℝ} (ht : 0 ≤ t) :
    HasDerivWithinAt (fun s : ℝ => E (c + s • b))
      (∑ i, φ i (c + t • b) * b i) (Ici 0) t := by
  have hl : HasDerivAt (fun s : ℝ => c + s • b) b t := by
    have h := ((hasDerivAt_id' t).smul_const b).const_add c
    rw [one_smul] at h
    exact h
  have hmaps : MapsTo (fun s : ℝ => c + s • b) (Ici 0) (Ici 0) :=
    fun s hs => add_nonneg hc (smul_nonneg hs hb)
  have h := (hE (c + t • b) (hmaps ht)).comp_hasDerivWithinAt t hl.hasDerivWithinAt hmaps
  exact h.congr_deriv (by simp [sum_apply])

/-- If the presence of charges `a` never lowers the rate at which each charge of `b` adds energy
while `b` is switched on, then adding `b` costs at least as much energy with `a` present as
without it. All charges are nonnegative. -/
theorem charging_comparison (hE : IsNuclearPotential E φ) {a b c : ι → ℝ}
    (ha : 0 ≤ a) (hb : 0 ≤ b) (hc : 0 ≤ c)
    (h : ∀ t : ℝ, 0 ≤ t → ∀ i, φ i (c + t • b) * b i ≤ φ i (c + a + t • b) * b i) :
    E (c + a) + E (c + b) ≤ E (c + a + b) + E c := by
  have hg : ∀ t ∈ Ici (0 : ℝ), HasDerivWithinAt
      (fun s : ℝ => E (c + a + s • b) - E (c + s • b))
      (∑ i, φ i (c + a + t • b) * b i - ∑ i, φ i (c + t • b) * b i) (Ici 0) t :=
    fun t ht => (hasDerivWithinAt_charging hE hb (add_nonneg hc ha) ht).sub
      (hasDerivWithinAt_charging hE hb hc ht)
  -- the energy difference grows along the charging path
  have hmono : MonotoneOn (fun s : ℝ => E (c + a + s • b) - E (c + s • b)) (Ici 0) :=
    monotoneOn_of_hasDerivWithinAt_nonneg (convex_Ici 0)
      (fun t ht => (hg t ht).continuousWithinAt)
      (fun t ht => (hg t (interior_subset ht)).mono interior_subset)
      (fun t ht => sub_nonneg.2 (Finset.sum_le_sum fun i _ => h t (interior_subset ht) i))
  have h01 := hmono (mem_Ici.2 le_rfl) (mem_Ici.2 zero_le_one) zero_le_one
  simp only [zero_smul, one_smul, add_zero] at h01
  linarith

/-- The potentials are nondecreasing in the charges of the other nuclei exactly when, over every
nonnegative background `c`, the energies of adding nonnegative charges `a` and `b` on disjoint
sets of nuclei are superadditive. -/
theorem crossMonotone_iff (hE : IsNuclearPotential E φ) :
    CrossMonotone φ ↔ ∀ a b c : ι → ℝ, 0 ≤ a → 0 ≤ b → 0 ≤ c →
      (∀ i, a i = 0 ∨ b i = 0) → E (c + a) + E (c + b) ≤ E (c + a + b) + E c := by
  classical
  constructor
  · intro hφ a b c ha hb hc hab
    refine charging_comparison hE ha hb hc fun t ht i => ?_
    rcases hab i with h | h
    · exact mul_le_mul_of_nonneg_right
        (hφ i _ _ (add_nonneg hc (smul_nonneg ht hb))
          (add_le_add (le_add_of_nonneg_right ha) le_rfl) (by simp [h])) (hb i)
    · simp [h]
  · intro h i z w hz hzw hi
    have he : (0 : ι → ℝ) ≤ Pi.single i 1 := Pi.single_nonneg.2 zero_le_one
    have hd := (hasDerivWithinAt_charging hE he (hz.trans hzw) le_rfl).sub
      (hasDerivWithinAt_charging hE he hz le_rfl)
    -- the one-sided difference quotients at zero added charge are nonnegative
    have hs := (hasDerivWithinAt_iff_tendsto_slope' (notMem_Ioi.2 le_rfl)).1
      (hd.mono Ioi_subset_Ici_self)
    have hnn := ge_of_tendsto (b := (0 : ℝ)) hs (by
      filter_upwards [self_mem_nhdsWithin] with t ht
      have ht' : (0 : ℝ) < t := ht
      have h1 := h (w - z) (t • Pi.single i 1) z (sub_nonneg.2 hzw)
        (smul_nonneg ht'.le he) hz (fun j => by
          by_cases hj : j = i
          · left
            simp [hj, hi]
          · right
            simp [hj])
      rw [add_sub_cancel] at h1
      rw [slope_def_field]
      refine div_nonneg ?_ (by linarith)
      simp only [Pi.sub_apply, zero_smul, add_zero]
      linarith)
    simpa [Pi.single_apply] using hnn

/-- No binding: if the energy vanishes without nuclei and the potentials are nondecreasing in the
charges of the other nuclei, two fragments with nonnegative charges on disjoint sets of nuclei
have total energy at most that of the molecule. -/
theorem no_binding (hE : IsNuclearPotential E φ) (h0 : E 0 = 0) (hφ : CrossMonotone φ)
    {a b : ι → ℝ} (ha : 0 ≤ a) (hb : 0 ≤ b) (hab : ∀ i, a i = 0 ∨ b i = 0) :
    E a + E b ≤ E (a + b) := by
  have h := (crossMonotone_iff hE).1 hφ a b 0 ha hb le_rfl hab
  simpa [h0] using h

/-- If the energy vanishes without nuclei and the potentials are nondecreasing in the charges of the
other nuclei, the isolated atoms of a molecule with nonnegative charges `z` have total energy at
most that of the molecule. -/
theorem atoms_le_molecule [DecidableEq ι] (hE : IsNuclearPotential E φ) (h0 : E 0 = 0)
    (hφ : CrossMonotone φ) {z : ι → ℝ} (hz : 0 ≤ z) :
    ∑ i, E (Pi.single i (z i)) ≤ E z := by
  have key : ∀ s : Finset ι, ∑ i ∈ s, E (Pi.single i (z i)) ≤
      E (∑ i ∈ s, (Pi.single i (z i) : ι → ℝ)) := by
    intro s
    induction s using Finset.induction_on with
    | empty => simp [h0]
    | insert i s his ih =>
      rw [Finset.sum_insert his, Finset.sum_insert his]
      -- split off one atom from the rest
      have h := no_binding hE h0 hφ (a := Pi.single i (z i))
        (b := ∑ k ∈ s, (Pi.single k (z k) : ι → ℝ)) (Pi.single_nonneg.2 (hz i))
        (Finset.sum_nonneg fun k _ => Pi.single_nonneg.2 (hz k)) (fun j => by
          by_cases hj : j = i
          · right
            rw [hj, Finset.sum_apply]
            exact Finset.sum_eq_zero fun k hk =>
              Pi.single_eq_of_ne (fun h => his (by rw [h]; exact hk)) _
          · left
            exact Pi.single_eq_of_ne hj _)
      linarith
  have h := key Finset.univ
  rwa [Finset.univ_sum_single z] at h

/-- If the energy vanishes without nuclei and each potential is nondecreasing in all charges, its
own included, the energy is superadditive for any nonnegative charges, also on shared nuclei. -/
theorem superadditive_of_monotone (hE : IsNuclearPotential E φ) (h0 : E 0 = 0)
    (hφ : ∀ i, MonotoneOn (φ i) (Ici 0)) {a b : ι → ℝ} (ha : 0 ≤ a) (hb : 0 ≤ b) :
    E a + E b ≤ E (a + b) := by
  have h := charging_comparison hE ha hb le_rfl fun t ht i =>
    mul_le_mul_of_nonneg_right
      (hφ i (mem_Ici.2 (add_nonneg le_rfl (smul_nonneg ht hb)))
        (mem_Ici.2 (add_nonneg (add_nonneg le_rfl ha) (smul_nonneg ht hb)))
        (add_le_add (le_add_of_nonneg_right ha) le_rfl)) (hb i)
  simpa [h0] using h

/-- A two-centre model energy: each atom contributes minus its charge to the power 7/3, and
the centres repel by the product of their charges. -/
def modelEnergy (z : Fin 2 → ℝ) : ℝ :=
  z 0 * z 1 - z 0 ^ (7 / 3 : ℝ) - z 1 ^ (7 / 3 : ℝ)

/-- The potentials at the two nuclei of the model. -/
def modelPotential (i : Fin 2) (z : Fin 2 → ℝ) : ℝ :=
  ![z 1 - 7 / 3 * z 0 ^ (4 / 3 : ℝ), z 0 - 7 / 3 * z 1 ^ (4 / 3 : ℝ)] i

/-- The two-centre model has the stated potentials, vanishes without nuclei, and its potentials
are nondecreasing in the charge of the other nucleus. -/
theorem no_binding_witness : IsNuclearPotential modelEnergy modelPotential ∧
    modelEnergy 0 = 0 ∧ CrossMonotone modelPotential := by
  refine ⟨fun z _ => ?_, ?_, fun i z w _ hzw hi => ?_⟩
  · have hp : ∀ x : ℝ, HasDerivAt (fun y : ℝ => y ^ (7 / 3 : ℝ))
        (7 / 3 * x ^ (4 / 3 : ℝ)) x := by
      intro x
      have h := Real.hasDerivAt_rpow_const (x := x) (p := 7 / 3) (Or.inr (by norm_num))
      rwa [show (7 / 3 : ℝ) - 1 = 4 / 3 by norm_num] at h
    have h0 : HasFDerivAt (fun y : Fin 2 → ℝ => y 0)
        (ContinuousLinearMap.proj 0 : (Fin 2 → ℝ) →L[ℝ] ℝ) z := hasFDerivAt_apply 0 z
    have h1 : HasFDerivAt (fun y : Fin 2 → ℝ => y 1)
        (ContinuousLinearMap.proj 1 : (Fin 2 → ℝ) →L[ℝ] ℝ) z := hasFDerivAt_apply 1 z
    have p0 := (hp (z 0)).comp_hasFDerivAt z h0
    have p1 := (hp (z 1)).comp_hasFDerivAt z h1
    have H : HasFDerivAt modelEnergy _ z := ((h0.mul h1).sub p0).sub p1
    refine (H.congr_fderiv ?_).hasFDerivWithinAt
    refine ContinuousLinearMap.ext fun v => ?_
    simp [modelPotential, Fin.sum_univ_two]
    ring
  · simp [modelEnergy, Real.zero_rpow (show (7 / 3 : ℝ) ≠ 0 by norm_num)]
  · have h0 := hzw 0
    have h1 := hzw 1
    fin_cases i
    · have hi' : z 0 = w 0 := hi
      change z 1 - 7 / 3 * z 0 ^ (4 / 3 : ℝ) ≤ w 1 - 7 / 3 * w 0 ^ (4 / 3 : ℝ)
      rw [hi']
      linarith
    · have hi' : z 1 = w 1 := hi
      change z 0 - 7 / 3 * z 1 ^ (4 / 3 : ℝ) ≤ w 0 - 7 / 3 * w 1 ^ (4 / 3 : ℝ)
      rw [hi']
      linarith

/-- In the two-centre model, merging two positive charges on the same nucleus, with the other
nucleus absent, strictly lowers the energy. -/
theorem shared_nucleus_binds {x y : ℝ} (hx : 0 < x) (hy : 0 < y) :
    modelEnergy (![x, 0] + ![y, 0]) < modelEnergy ![x, 0] + modelEnergy ![y, 0] := by
  have split : ∀ u : ℝ, 0 < u → u ^ (7 / 3 : ℝ) = u * u ^ (4 / 3 : ℝ) := by
    intro u hu
    rw [show (7 / 3 : ℝ) = 1 + 4 / 3 by norm_num, Real.rpow_add hu, Real.rpow_one]
  have hA : x ^ (4 / 3 : ℝ) < (x + y) ^ (4 / 3 : ℝ) :=
    Real.rpow_lt_rpow hx.le (by linarith) (by norm_num)
  have hB : y ^ (4 / 3 : ℝ) < (x + y) ^ (4 / 3 : ℝ) :=
    Real.rpow_lt_rpow hy.le (by linarith) (by norm_num)
  change (x + y) * (0 + 0) - (x + y) ^ (7 / 3 : ℝ) - (0 + 0 : ℝ) ^ (7 / 3 : ℝ) <
    (x * 0 - x ^ (7 / 3 : ℝ) - (0 : ℝ) ^ (7 / 3 : ℝ)) +
      (y * 0 - y ^ (7 / 3 : ℝ) - (0 : ℝ) ^ (7 / 3 : ℝ))
  rw [add_zero (0 : ℝ), Real.zero_rpow (show (7 / 3 : ℝ) ≠ 0 by norm_num),
    split x hx, split y hy, split (x + y) (add_pos hx hy)]
  nlinarith [mul_pos hx (sub_pos.2 hA), mul_pos hy (sub_pos.2 hB)]

end

end ThomasFermiNoBinding
```

```lean
#print axioms ThomasFermiNoBinding.no_binding
#print axioms ThomasFermiNoBinding.atoms_le_molecule
#print axioms ThomasFermiNoBinding.superadditive_of_monotone
#print axioms ThomasFermiNoBinding.shared_nucleus_binds
```

```
'ThomasFermiNoBinding.no_binding' depends on axioms: [propext, Classical.choice, Quot.sound]
'ThomasFermiNoBinding.atoms_le_molecule' depends on axioms: [propext, Classical.choice, Quot.sound]
'ThomasFermiNoBinding.superadditive_of_monotone' depends on axioms: [propext, Classical.choice, Quot.sound]
'ThomasFermiNoBinding.shared_nucleus_binds' depends on axioms: [propext, Classical.choice, Quot.sound]
```

## Charges, potentials and fragments as Lean objects

The finite type `ι` labels the nuclei, and a charge vector is a function `ι → ℝ`. The order is componentwise, so `0 ≤ z` means that no charge is negative, and `Ici 0` is the set of such vectors.

`IsNuclearPotential E φ` says that `E` is differentiable within that set, with the functions `φ i` as its partial derivatives. Continuity of the potentials is not required, and values of `E` at negative charges play no role. `CrossMonotone φ` is the condition on the other charges; the equation `z i = w i` in it holds the nucleus's own charge fixed. Disjoint fragments are expressed by `∀ i, a i = 0 ∨ b i = 0`, and `Pi.single i (z i)` is the isolated atom $z_ie_i$.

The equivalence is `crossMonotone_iff`. The bounds for two fragments and for atoms are `no_binding` and `atoms_le_molecule`, and `superadditive_of_monotone` treats potentials that are monotone in all charges.

## The charging argument in the proof

`hasDerivWithinAt_charging` is the chain rule along $c+tb$; its step `hmaps` checks that the path stays at nonnegative charges. `charging_comparison` subtracts two such derivatives and obtains the growth of $G$ from `monotoneOn_of_hasDerivWithinAt_nonneg`. Its last lines evaluate $G$ at 0 and 1.

In `crossMonotone_iff`, the forward direction splits on `a i = 0` or `b i = 0`, as in the derivation. The converse turns the derivative of the energy difference into a limit of slopes, and `ge_of_tendsto` carries their sign to the limit. `no_binding` sets the background to zero, and `atoms_le_molecule` is the induction over sets of nuclei.

`no_binding_witness` differentiates the two-centre model and checks all three assumptions. `shared_nucleus_binds` factors each power as $u^{7/3}=u\,u^{4/3}$ and combines the two strict inequalities by `nlinarith`.

## Monotone potentials are assumed, not derived from a density functional

Teller's no-binding theorem concerns the Thomas-Fermi functional itself. The file contains no electron density and no minimisation: it takes the differentiability of $E$, the value $E(0)=0$ and the monotonicity of the potentials as hypotheses, and proves what follows for binding. To apply the result to a particular functional, one has to establish all three for its energy.

This matters when a code adds gradient or exchange terms, replaces point nuclei by pseudopotentials, or works on a grid. Each change defines a new function $E(z)$, whose potentials need their own check. Where $E$ is twice continuously differentiable, the condition to examine is $\partial^2E/\partial z_i\partial z_j\ge0$ for $i\ne j$. Finite differences at sampled charges can reveal a violation, but they cannot establish the condition for all charges.
